# Slope of the summed zero-point energies of a centre-of-mass mode and a coupled relative mode

The energy here is defined as the sum of the zero-point energies of two three-dimensional isotropic oscillators, in units with ħ = 1: a centre-of-mass mode of frequency 1 and a relative mode of frequency √(1 + 2k), where k is the coupling. As a function of k it is 3/2 + (3/2)√(1 + 2k), and the theorem states that for k > −1/2 its derivative is 3/(2√(1 + 2k)). The formula for the energy is taken as a definition, not derived from a Hamiltonian. The attempt differentiates 1 + 2x, passes to the square root by the chain rule, then restores the constant factor and the constant term and leaves the final algebra to `ring`.

This version doesn't compile in Lean 4 with Mathlib:

```lean
import Mathlib

open Filter Topology

namespace MoshinskyCorrelation

noncomputable section

/-- Zero-point energy of a three-dimensional isotropic oscillator of frequency `ω`. -/
def zeroPoint (ω : ℝ) : ℝ := 3 / 2 * ω

/-- Bottom of the exact energy spectrum for `k ≥ -1/2`: the sum of the zero-point energies of the
centre-of-mass mode and of the relative mode. -/
def exactEnergy (k : ℝ) : ℝ := zeroPoint 1 + zeroPoint √(1 + 2 * k)

/-- Slope of the exact energy with respect to the coupling, for `k > -1/2`. -/
theorem exactEnergy_hasDerivAt {k : ℝ} (hk : -1 / 2 < k) :
    HasDerivAt exactEnergy (3 / (2 * √(1 + 2 * k))) k := by
  have h1 : HasDerivAt (fun x : ℝ => 1 + 2 * x) 2 k :=
    (((hasDerivAt_id' k).const_mul (2 : ℝ)).const_add 1).congr_deriv (mul_one 2)
  have h2 := h1.sqrt (by linarith : 1 + 2 * k ≠ 0 ∨ True).elim
  exact ((h2.const_mul (3 / 2)).const_add (3 / 2 * 1)).congr_deriv (by ring)

end

end MoshinskyCorrelation
```

Compiling this gives:

```
Main.lean:21:21: error: Application type mismatch: The argument
  Or.elim ?m.124
has type
  (1 + 2 * k ≠ 0 → ?m.127) → (True → ?m.127) → ?m.127
but is expected to have type
  1 + 2 * k ≠ 0
in the application
  HasDerivAt.sqrt h1 (Or.elim ?m.124)
Main.lean:21:25: error: linarith failed to find a contradiction
k : ℝ
hk : -1 / 2 < k
h1 : HasDerivAt (fun x => 1 + 2 * x) 2 k
⊢ False
failed
```

Cause. `HasDerivAt.sqrt` needs a proof that `1 + 2 * k ≠ 0`, since the square root is not differentiable at zero. The attempt gives it `.elim` of a disjunction instead. `Or.elim` still awaits a function for each of the two cases, so what is passed is a function and not the required proof; this is the first message.

The second message concerns the disjunction itself. `linarith` proves equalities and order inequalities, not disjunctions, so it looked for a contradiction among the hypotheses, as the goal `False` shows. There is none, because `hk` is perfectly consistent. Proving the disjunction would not have helped either: it holds trivially through `True`, and that case says nothing about `1 + 2 * k`.

The repair first proves `hpos : 0 < 1 + 2 * k`, a linear consequence of `hk` and so within reach of `linarith`. Then `hpos.ne'` turns the strict inequality into `1 + 2 * k ≠ 0`, with the sides in the order `HasDerivAt.sqrt` expects; plain `hpos.ne` would give `0 ≠ 1 + 2 * k`.

Fix (accepted with no message):

```diff
@@ -19,5 +19,6 @@
   have h1 : HasDerivAt (fun x : ℝ => 1 + 2 * x) 2 k :=
     (((hasDerivAt_id' k).const_mul (2 : ℝ)).const_add 1).congr_deriv (mul_one 2)
-  have h2 := h1.sqrt (by linarith : 1 + 2 * k ≠ 0 ∨ True).elim
+  have hpos : 0 < 1 + 2 * k := by linarith
+  have h2 := h1.sqrt hpos.ne'
   exact ((h2.const_mul (3 / 2)).const_add (3 / 2 * 1)).congr_deriv (by ring)
 
```
